# With exact inputs, the XDM formula bounds C6 from above for finite, positive spectra

## An error of unknown sign

Suppose a dispersion coefficient from the exchange-hole dipole moment (XDM) model disagrees with a reference value. Without a bound on the formula itself, the sign of the error does not tell us whether the inputs or the formula could be responsible. For two systems with finite, positive excitation spectra, the sign does carry information if the formula is applied to each system as a whole, not summed over pairs of atoms: a value below the sum-over-states C6 must then come from inexact inputs. Exact inputs here are the static polarizability and the sum of squared transition dipoles of each system; exchange-hole dipole moments only approximate the latter.

## Two spectra and four numbers

System A has squared transition dipoles p_i and excitation energies w_i; system B has q_j and v_j. All are positive; excitations with zero transition dipole would add nothing to the sums below and are left out. In atomic units, with isotropic averaging, define

M = ∑ p_i,  N = ∑ q_j

a = (2/3) ∑ p_i/w_i,  b = (2/3) ∑ q_j/v_j

C6 = (2/3) ∑_ij p_i q_j/(w_i + v_j)

Here a and b are the static polarizabilities. The XDM formula replaces the double sum by these four one-system numbers:

X = abMN/(bM + aN)

The claim is C6 ≤ X, with equality exactly when all w_i coincide and all v_j coincide.

## Separating the energy denominator

For any real t and s, putting the left side over a common denominator gives

t²/w + s²/v − (t + s)²/(w + v) = (tv − sw)²/(wv(w + v))

Call the right side the mismatch; it is nonnegative. Multiply by (2/3) p_i q_j and sum over all pairs. Since (2/3) ∑_ij p_i q_j/w_i = aN and (2/3) ∑_ij p_i q_j/v_j = bM,

t² aN + s² bM − (t + s)² C6 = (2/3) ∑_ij p_i q_j · mismatch_ij

Now choose t = bM and s = aN. The first two terms become t²s + s²t = ts(t + s), and X = ts/(t + s), so

(bM + aN)² (X − C6) = (2/3) ∑_ij p_i q_j · mismatch_ij ≥ 0

This proves the bound. Equality forces every mismatch to vanish, that is, bM v_j = aN w_i for all i and j. Fixing j shows that all w_i are equal; fixing i shows the same for v_j. Conversely, if the energies are all w in A and all v in B, then aw = (2/3)M and bv = (2/3)N, so bMv = (2/3)MN = aNw and every mismatch is zero.

For two identical systems X = aM/2. With unit squared dipoles at energies 1 and 3, C6 = 7/9 and X = 8/9.

## A downward transition can break the bound

Positive energies describe systems in their ground states. Let A instead be excited, with p = (1, 1) and w = (1, −1/2), and let B have q = v = 1. Then a = −2/3, M = 2, b = 2/3 and N = 1, so C6 = 5/3 while X = −4/3.

## What the Lean statement fixes

The finite types `ι` and `κ` label the excitations, and `Nonempty` supplies at least one in each system. The functions `p`, `w`, `q`, `v` are arbitrary positive real data, not derived from a Hamiltonian. `xdmC6` accepts any four numbers; `exactC6_le_xdmC6` feeds it the exact `polarizability` and `dipoleSq` of the same spectra. The approximate exchange-hole moments and the atomic partitioning used in practical XDM are not modelled.

Nonzero positive measures on the positive energies could replace the finite families. This would admit continuum states, at the price of assuming finite total weight and finite polarizability, and the equality condition would then hold only up to sets of zero weight.

```lean
import Mathlib

open Finset

namespace XDMUpperBound

noncomputable section

variable {ι κ : Type*} [Fintype ι] [Fintype κ]

/-- The sum of the squared transition dipoles `p i` over all excitations. -/
def dipoleSq (p : ι → ℝ) : ℝ := ∑ i, p i

/-- The isotropic static polarizability from squared transition dipoles `p i` and
excitation energies `w i`, in atomic units. -/
def polarizability (p w : ι → ℝ) : ℝ := 2 / 3 * ∑ i, p i / w i

/-- The sum-over-states dispersion coefficient C6 of two systems, in atomic units. -/
def exactC6 (p w : ι → ℝ) (q v : κ → ℝ) : ℝ :=
  2 / 3 * ∑ i, ∑ j, p i * q j / (w i + v j)

/-- The XDM formula for C6 from polarizabilities `a`, `b` and squared dipole moments `M`, `N`. -/
def xdmC6 (a b M N : ℝ) : ℝ := a * b * M * N / (b * M + a * N)

/-- The mismatch of two excitation energies `w`, `v` relative to weights `t`, `s`. -/
def mismatch (t s w v : ℝ) : ℝ := (t * v - s * w) ^ 2 / (w * v * (w + v))

/-- For one pair of excitations, the energy denominator `1 / (w + v)` is separated into
one-system terms, and the remainder is the mismatch. -/
theorem pair_identity {w v : ℝ} (hw : 0 < w) (hv : 0 < v) (t s : ℝ) :
    t ^ 2 / w + s ^ 2 / v - (t + s) ^ 2 / (w + v) = mismatch t s w v := by
  have h : w + v ≠ 0 := (add_pos hw hv).ne'
  have hw' := hw.ne'
  have hv' := hv.ne'
  unfold mismatch
  rw [div_add_div _ _ hw' hv', div_sub_div _ _ (mul_ne_zero hw' hv') h]
  congr 1
  ring

/-- Summed over all pairs of excitations, the separated expression differs from `(t + s) ^ 2` times
C6 by the weighted sum of mismatches. -/
theorem separation_identity {p w : ι → ℝ} {q v : κ → ℝ}
    (hw : ∀ i, 0 < w i) (hv : ∀ j, 0 < v j) (t s : ℝ) :
    t ^ 2 * (polarizability p w * dipoleSq q) + s ^ 2 * (polarizability q v * dipoleSq p)
        - (t + s) ^ 2 * exactC6 p w q v
      = 2 / 3 * ∑ i, ∑ j, p i * q j * mismatch t s (w i) (v j) := by
  -- both products of one-system sums are double sums over pairs
  have hA : polarizability p w * dipoleSq q = 2 / 3 * ∑ i, ∑ j, p i * q j / w i := by
    unfold polarizability dipoleSq
    rw [mul_assoc, Finset.sum_mul_sum]
    congr 1
    refine Finset.sum_congr rfl fun i _ => Finset.sum_congr rfl fun j _ => ?_
    ring
  have hB : polarizability q v * dipoleSq p = 2 / 3 * ∑ i, ∑ j, p i * q j / v j := by
    unfold polarizability dipoleSq
    rw [mul_assoc, mul_comm (∑ j, q j / v j), Finset.sum_mul_sum]
    congr 1
    refine Finset.sum_congr rfl fun i _ => Finset.sum_congr rfl fun j _ => ?_
    ring
  -- the pair identity, term by term
  have hS : ∑ i, ∑ j, p i * q j * mismatch t s (w i) (v j)
      = t ^ 2 * (∑ i, ∑ j, p i * q j / w i) + s ^ 2 * (∑ i, ∑ j, p i * q j / v j)
        - (t + s) ^ 2 * ∑ i, ∑ j, p i * q j / (w i + v j) := by
    simp only [Finset.mul_sum, ← Finset.sum_add_distrib, ← Finset.sum_sub_distrib]
    refine Finset.sum_congr rfl fun i _ => Finset.sum_congr rfl fun j _ => ?_
    rw [← pair_identity (hw i) (hv j)]
    ring
  rw [hA, hB, hS]
  unfold exactC6
  ring

/-- The summed squared dipole of a nonempty positive spectrum is positive. -/
theorem dipoleSq_pos [Nonempty ι] {p : ι → ℝ} (hp : ∀ i, 0 < p i) : 0 < dipoleSq p :=
  Finset.sum_pos (fun i _ => hp i) Finset.univ_nonempty

/-- The static polarizability of a nonempty positive spectrum is positive. -/
theorem polarizability_pos [Nonempty ι] {p w : ι → ℝ} (hp : ∀ i, 0 < p i)
    (hw : ∀ i, 0 < w i) : 0 < polarizability p w :=
  mul_pos (by norm_num)
    (Finset.sum_pos (fun i _ => div_pos (hp i) (hw i)) Finset.univ_nonempty)

/-- The error of the XDM formula, times the square of its denominator, is an explicit
weighted sum of mismatches. -/
theorem xdm_excess [Nonempty ι] [Nonempty κ] {p w : ι → ℝ} {q v : κ → ℝ}
    (hp : ∀ i, 0 < p i) (hw : ∀ i, 0 < w i) (hq : ∀ j, 0 < q j) (hv : ∀ j, 0 < v j) :
    (polarizability q v * dipoleSq p + polarizability p w * dipoleSq q) ^ 2 *
        (xdmC6 (polarizability p w) (polarizability q v) (dipoleSq p) (dipoleSq q)
          - exactC6 p w q v)
      = 2 / 3 * ∑ i, ∑ j, p i * q j * mismatch (polarizability q v * dipoleSq p)
          (polarizability p w * dipoleSq q) (w i) (v j) := by
  have g := separation_identity (p := p) (q := q) hw hv
    (polarizability q v * dipoleSq p) (polarizability p w * dipoleSq q)
  have hD := add_pos (mul_pos (polarizability_pos hq hv) (dipoleSq_pos hp))
    (mul_pos (polarizability_pos hp hw) (dipoleSq_pos hq))
  have hx : xdmC6 (polarizability p w) (polarizability q v) (dipoleSq p) (dipoleSq q) *
      (polarizability q v * dipoleSq p + polarizability p w * dipoleSq q)
      = polarizability p w * polarizability q v * dipoleSq p * dipoleSq q :=
    div_mul_cancel₀ _ hD.ne'
  linear_combination g +
    (polarizability q v * dipoleSq p + polarizability p w * dipoleSq q) * hx

/-- The mismatch of two positive excitation energies is nonnegative. -/
theorem mismatch_nonneg {w v : ℝ} (hw : 0 < w) (hv : 0 < v) (t s : ℝ) :
    0 ≤ mismatch t s w v :=
  div_nonneg (sq_nonneg _) (mul_pos (mul_pos hw hv) (add_pos hw hv)).le

/-- The XDM formula with exact polarizabilities and exact summed squared dipoles
bounds the sum-over-states C6 from above. -/
theorem exactC6_le_xdmC6 [Nonempty ι] [Nonempty κ] {p w : ι → ℝ} {q v : κ → ℝ}
    (hp : ∀ i, 0 < p i) (hw : ∀ i, 0 < w i) (hq : ∀ j, 0 < q j) (hv : ∀ j, 0 < v j) :
    exactC6 p w q v ≤
      xdmC6 (polarizability p w) (polarizability q v) (dipoleSq p) (dipoleSq q) := by
  have hD := add_pos (mul_pos (polarizability_pos hq hv) (dipoleSq_pos hp))
    (mul_pos (polarizability_pos hp hw) (dipoleSq_pos hq))
  refine sub_nonneg.1 (nonneg_of_mul_nonneg_right (a := _ ^ 2) ?_ (pow_pos hD 2))
  rw [xdm_excess hp hw hq hv]
  exact mul_nonneg (by norm_num) (Finset.sum_nonneg fun i _ => Finset.sum_nonneg fun j _ =>
    mul_nonneg (mul_pos (hp i) (hq j)).le (mismatch_nonneg (hw i) (hv j) _ _))

/-- The XDM formula is exact if and only if all excitation energies within each of the
two systems coincide. -/
theorem exactC6_eq_xdmC6_iff [Nonempty ι] [Nonempty κ] {p w : ι → ℝ} {q v : κ → ℝ}
    (hp : ∀ i, 0 < p i) (hw : ∀ i, 0 < w i) (hq : ∀ j, 0 < q j) (hv : ∀ j, 0 < v j) :
    exactC6 p w q v =
        xdmC6 (polarizability p w) (polarizability q v) (dipoleSq p) (dipoleSq q) ↔
      (∀ i i', w i = w i') ∧ (∀ j j', v j = v j') := by
  have g := xdm_excess hp hw hq hv
  have ht := mul_pos (polarizability_pos hq hv) (dipoleSq_pos hp)
  have hs := mul_pos (polarizability_pos hp hw) (dipoleSq_pos hq)
  constructor
  · intro h
    rw [h, sub_self, mul_zero] at g
    -- a vanishing sum of nonnegative mismatches vanishes term by term
    have hzero : ∀ F : ι → κ → ℝ, (∀ i j, 0 ≤ F i j) → ∑ i, ∑ j, F i j = 0 →
        ∀ i j, F i j = 0 := by
      intro F hF h0 i j
      have h1 := (Finset.sum_eq_zero_iff_of_nonneg (s := Finset.univ)
        (f := fun i => ∑ j, F i j) (fun i _ => Finset.sum_nonneg fun j _ => hF i j)).1
        h0 i (Finset.mem_univ i)
      exact (Finset.sum_eq_zero_iff_of_nonneg (s := Finset.univ)
        (f := fun j => F i j) (fun j _ => hF i j)).1 h1 j (Finset.mem_univ j)
    have key : ∀ i j, polarizability q v * dipoleSq p * v j
        = polarizability p w * dipoleSq q * w i := by
      intro i j
      have h2 := hzero (fun i j => p i * q j * mismatch (polarizability q v * dipoleSq p)
          (polarizability p w * dipoleSq q) (w i) (v j))
        (fun i j => mul_nonneg (mul_pos (hp i) (hq j)).le
          (mismatch_nonneg (hw i) (hv j) _ _)) (by linarith) i j
      have h3 := (mul_eq_zero.1 h2).resolve_left (mul_pos (hp i) (hq j)).ne'
      unfold mismatch at h3
      have h4 := (div_eq_zero_iff.1 h3).resolve_right
        (mul_pos (mul_pos (hw i) (hv j)) (add_pos (hw i) (hv j))).ne'
      exact sub_eq_zero.1 ((pow_eq_zero_iff two_ne_zero).1 h4)
    exact ⟨fun i i' => mul_left_cancel₀ hs.ne'
        ((key i (Classical.arbitrary κ)).symm.trans (key i' (Classical.arbitrary κ))),
      fun j j' => mul_left_cancel₀ ht.ne'
        ((key (Classical.arbitrary ι) j).trans (key (Classical.arbitrary ι) j').symm)⟩
  · rintro ⟨h1, h2⟩
    -- with one excitation energy per system, every mismatch vanishes
    have ha : ∀ i, polarizability p w * w i = 2 / 3 * dipoleSq p := by
      intro i
      unfold polarizability dipoleSq
      rw [mul_assoc, Finset.sum_mul]
      congr 1
      exact Finset.sum_congr rfl fun k _ => by
        rw [h1 i k, div_mul_cancel₀ _ (hw k).ne']
    have hb : ∀ j, polarizability q v * v j = 2 / 3 * dipoleSq q := by
      intro j
      unfold polarizability dipoleSq
      rw [mul_assoc, Finset.sum_mul]
      congr 1
      exact Finset.sum_congr rfl fun k _ => by
        rw [h2 j k, div_mul_cancel₀ _ (hv k).ne']
    have hz : ∑ i, ∑ j, p i * q j * mismatch (polarizability q v * dipoleSq p)
        (polarizability p w * dipoleSq q) (w i) (v j) = 0 := by
      refine Finset.sum_eq_zero fun i _ => Finset.sum_eq_zero fun j _ => ?_
      have h0 : polarizability q v * dipoleSq p * v j
          - polarizability p w * dipoleSq q * w i = 0 := by
        linear_combination dipoleSq p * hb j - dipoleSq q * ha i
      simp [mismatch, h0]
    rw [hz, mul_zero] at g
    have h5 := (mul_eq_zero.1 g).resolve_left (pow_pos (add_pos ht hs) 2).ne'
    exact (sub_eq_zero.1 h5).symm

/-- For two identical systems, C6 is at most half the product of the polarizability and
the summed squared dipole. -/
theorem exactC6_self_le [Nonempty ι] {p w : ι → ℝ} (hp : ∀ i, 0 < p i)
    (hw : ∀ i, 0 < w i) : exactC6 p w p w ≤ polarizability p w * dipoleSq p / 2 := by
  have h := exactC6_le_xdmC6 hp hw hp hw
  have hm := mul_pos (polarizability_pos hp hw) (dipoleSq_pos hp)
  have e : xdmC6 (polarizability p w) (polarizability p w) (dipoleSq p) (dipoleSq p)
      = polarizability p w * dipoleSq p / 2 := by
    unfold xdmC6
    rw [div_eq_div_iff (add_pos hm hm).ne' two_ne_zero]
    ring
  exact h.trans_eq e

/-- For two identical systems with unit squared transition dipoles at energies 1 and 3,
C6 is 7/9 and the XDM formula gives 8/9. -/
theorem two_level_example :
    exactC6 ![1, 1] ![1, 3] ![1, 1] ![1, 3] = 7 / 9 ∧
      xdmC6 (polarizability ![1, 1] ![1, 3]) (polarizability ![1, 1] ![1, 3])
        (dipoleSq ![1, 1]) (dipoleSq ![1, 1]) = 8 / 9 := by
  constructor <;>
    norm_num [exactC6, xdmC6, polarizability, dipoleSq, Fin.sum_univ_two]

end

end XDMUpperBound
```

```lean
#print axioms XDMUpperBound.exactC6_le_xdmC6
-- 'XDMUpperBound.exactC6_le_xdmC6' depends on axioms: [propext, Classical.choice, Quot.sound]
#print axioms XDMUpperBound.exactC6_eq_xdmC6_iff
-- 'XDMUpperBound.exactC6_eq_xdmC6_iff' depends on axioms: [propext, Classical.choice, Quot.sound]
#print axioms XDMUpperBound.exactC6_self_le
-- 'XDMUpperBound.exactC6_self_le' depends on axioms: [propext, Classical.choice, Quot.sound]
#print axioms XDMUpperBound.two_level_example
-- 'XDMUpperBound.two_level_example' depends on axioms: [propext, Classical.choice, Quot.sound]
```

## From the pair identity to the equality case

`pair_identity` combines the fractions and leaves the numerators to `ring`. In `separation_identity`, `hA` and `hB` turn the products aN and bM into double sums, and `hS` applies the pair identity term by term.

`xdm_excess` inserts the special t and s. Its `hx` clears the XDM denominator, which the two positivity lemmas show to be nonzero, and `linear_combination` does the remaining algebra. `exactC6_le_xdmC6` then divides out the positive square, using `mismatch_nonneg` for the sum.

In `exactC6_eq_xdmC6_iff`, `hzero` says that a vanishing double sum of nonnegative terms vanishes termwise. This yields `key`, the relation bM v_j = aN w_i, from which cancelling a positive factor gives equal energies. For the converse, `ha` and `hb` are the relations aw = (2/3)M and bv = (2/3)N.

`exactC6_self_le` simplifies the bound for identical systems, and `two_level_example` evaluates both numbers with `norm_num`.
